# Opposite-helicity electrons in massless tree-level Møller scattering are maximally entangled only at 90°

Let a right-handed and a left-handed electron scatter at high energy in the centre-of-mass frame, and choose an outgoing direction at $60^\circ$ to the momentum of the incoming right-handed electron. Two outcomes are possible: the electron leaving in the chosen direction, called the first electron, may be right-handed and its partner left-handed, or the reverse. Anyone who concludes from this that the pair is in a Bell state will expect the helicity of the first electron to be a fair coin. In tree-level QED with the electron mass neglected, it is in fact right-handed with probability $81/82$, and the concurrence of the pair, which would be $1$ for a Bell state, is $9/41$. A superposition of two terms says little about entanglement until the weights of the terms are known, and here the weights depend strongly on the angle.

## From the amplitudes to the reduced density matrix

Let $s$, $t$ and $u$ be the Mandelstam variables, with $t$ and $u$ the squared momentum transfers from the incoming right-handed electron to the outgoing electron in the chosen direction and to the one that leaves oppositely, respectively. When the electron mass is neglected, helicity is conserved along each electron line. At tree level in QED, an initial state $RL$ then leads, for fixed outgoing directions and up to a common factor, to

$$|\psi\rangle=\frac{u}{t}\,|RL\rangle+e\,\frac{t}{u}\,|LR\rangle ,\qquad t<0,\quad u<0,\quad |e|=1 .$$

The letter $e$ is a relative phase here, not the electric charge. Its value, for instance $+1$ or $-1$, depends on the phase convention for the helicity states. The first letter in $|RL\rangle$ belongs to the electron in the chosen direction, and the second to the one that leaves oppositely. The directions thus serve as labels for the two identical particles.

The squared norm is

$$W=\frac{u^2}{t^2}+\frac{t^2}{u^2}=\frac{t^4+u^4}{t^2u^2}.$$

Since $tu>0$, dividing by $\sqrt W$ gives the normalised amplitudes

$$\psi_{RL}=\frac{u^2}{\sqrt{t^4+u^4}},\qquad \psi_{LR}=\frac{e\,t^2}{\sqrt{t^4+u^4}},\qquad \psi_{RR}=\psi_{LL}=0 .$$

The density matrix of the first electron is the partial trace over the second, $\rho_{ij}=\sum_k\psi_{ik}\psi_{jk}^*$. The off-diagonal entry $\rho_{RL}=\psi_{RR}\psi_{LR}^*+\psi_{RL}\psi_{LL}^*$ vanishes, because each product contains a zero amplitude. The diagonal entries are $|\psi_{RL}|^2$ and $|\psi_{LR}|^2$, so

$$\rho=\frac{1}{t^4+u^4}\begin{pmatrix}u^4&0\\0&t^4\end{pmatrix},\qquad 4\det\rho=\left(\frac{2t^2u^2}{t^4+u^4}\right)^2 .$$

The determinant measures entanglement for a general reason. Arrange the amplitudes of any two-qubit state in a $2\times2$ matrix $M$. Then $\rho=MM^\dagger$, hence $\det\rho=|\det M|^2$, and

$$4\det\rho=C^2,\qquad C=2\,|\psi_{RR}\psi_{LL}-\psi_{RL}\psi_{LR}| .$$

For a normalised pure state $C$ is the concurrence, which is $0$ for product states and $1$ for maximally entangled ones. Here $C=2t^2u^2/(t^4+u^4)$.

Maximal entanglement means $\rho=I/2$. The first diagonal entry then requires $2u^4=t^4+u^4$, that is, $t^4=u^4$. Both variables are negative, so $t=u$. Conversely, $t=u$ makes both diagonal entries equal to $1/2$.

Finally, let $c=\cos\theta$, where the scattering angle $\theta$ is measured from the momentum of the incoming right-handed electron to the chosen direction, and put $t=-s(1-c)/2$ and $u=-s(1+c)/2$. Then

$$t^2u^2=\frac{s^4(1-c^2)^2}{16},\qquad t^4+u^4=\frac{s^4(1+6c^2+c^4)}{8},$$

and therefore

$$C=\frac{(1-c^2)^2}{1+6c^2+c^4}.$$

Since $t-u=sc$, the condition $t=u$ becomes $c=0$, or $\theta=90^\circ$. At $c=1/2$ the formula gives the value $9/41$ quoted above.

## Two-qubit states as tables of amplitudes

In Lean 4 with Mathlib:

```lean
import Mathlib

open ComplexConjugate

namespace MollerEntanglement

noncomputable section
```

A state is a function of two indices, each with the values 0 and 1. Index 0 stands for $R$ and index 1 for $L$, so `ψ 0 1` is the amplitude $\psi_{RL}$.

```lean
/-- The amplitudes of a two-qubit helicity state; index 0 is R and index 1 is L. -/
abbrev TwoQubit := Fin 2 → Fin 2 → ℂ
```

The type contains unnormalised states as well, and normalisation is a separate operation. The squared norm $W$ is called `weight`.

```lean
/-- The total weight (squared norm) of a two-qubit state. -/
def weight (ψ : TwoQubit) : ℝ := ∑ i, ∑ j, ‖ψ i j‖ ^ 2

/-- The state divided by its norm, for a nonzero state. -/
def normalized (ψ : TwoQubit) : TwoQubit :=
  fun i j => ψ i j / ((√(weight ψ) : ℝ) : ℂ)
```

The next definition is the partial trace in components. The name "one-particle density matrix" calls for some care in electronic structure, where it usually denotes a matrix over all orbitals with trace equal to the number of electrons. Here it is the $2\times2$ helicity matrix of the electron in one direction, with trace one after normalisation.

```lean
/-- The density matrix of the first particle: the partial trace of `|ψ⟩⟨ψ|` over the second. -/
def reduced (ψ : TwoQubit) : Matrix (Fin 2) (Fin 2) ℂ :=
  Matrix.of fun i j => ∑ k, ψ i k * conj (ψ j k)
```

The concurrence is defined by the determinant formula. It is quadratic in the amplitudes, and has its usual meaning only when the state has weight one.

```lean
/-- The concurrence of a normalized pure two-qubit state. -/
def concurrence (ψ : TwoQubit) : ℝ := 2 * ‖ψ 0 0 * ψ 1 1 - ψ 0 1 * ψ 1 0‖
```

The scattering state enters as a definition. The rows of the table belong to the first electron and the columns to the second, so the two nonzero entries are $RL$ and $LR$.

```lean
/-- The unnormalized Møller state `(u/t) RL + e (t/u) LR`, for nonzero `t` and `u`. -/
def mollerState (e : ℂ) (t u : ℝ) : TwoQubit :=
  ![![0, ((u / t : ℝ) : ℂ)], ![e * ((t / u : ℝ) : ℂ), 0]]
```

This definition is where QED enters. That tree-level scattering of massless electrons produces the amplitudes $u/t$ and $t/u$ is put in as an assumption and not derived from Feynman diagrams. Electron mass, radiative corrections and imperfectly polarised beams would all alter the state, and so would the exchange of a $Z$ boson, which can no longer be neglected at energies comparable with its mass.

## Normalisation and the determinant identity

The weight is a sum of squares, which allows its square root to be squared back.

```lean
/-- The weight of a state is nonnegative. -/
theorem weight_nonneg (ψ : TwoQubit) : 0 ≤ weight ψ := by
  unfold weight
  positivity
```

After normalisation each $|\psi_{ij}|^2$ is divided by $W$. Summing the four terms gives $W/W=1$, provided that $W\neq0$.

```lean
/-- A state of nonzero weight has weight one after normalization. -/
theorem weight_normalized (ψ : TwoQubit) (h : weight ψ ≠ 0) :
    weight (normalized ψ) = 1 := by
  have hk : ∀ i j, ‖normalized ψ i j‖ ^ 2 = ‖ψ i j‖ ^ 2 / weight ψ := by
    intro i j
    rw [normalized, norm_div, Complex.norm_real, Real.norm_eq_abs, div_pow, sq_abs,
      Real.sq_sqrt (weight_nonneg ψ)]
  rw [weight]
  simp only [hk, ← Finset.sum_div]
  exact div_self h
```

The reduced matrix contains products of two amplitudes, so two factors $1/\sqrt W$ combine to $1/W$. In the proof, `hs` states that $\sqrt W\sqrt W=W$ as complex numbers, and the sum over the second particle is then compared term by term.

```lean
/-- Normalizing a state divides its reduced density matrix by the weight. -/
theorem reduced_normalized (ψ : TwoQubit) :
    reduced (normalized ψ) = ((weight ψ : ℝ) : ℂ)⁻¹ • reduced ψ := by
  have hs : ((√(weight ψ) : ℝ) : ℂ) * ((√(weight ψ) : ℝ) : ℂ) = ((weight ψ : ℝ) : ℂ) := by
    rw [← Complex.ofReal_mul, Real.mul_self_sqrt (weight_nonneg ψ)]
  ext i j
  simp only [reduced, normalized, Matrix.of_apply, Matrix.smul_apply, smul_eq_mul,
    Finset.mul_sum, map_div₀, Complex.conj_ofReal]
  refine Finset.sum_congr rfl fun k _ => ?_
  rw [div_mul_div_comm, hs, div_eq_inv_mul]
```

The following theorem is the identity $4\det\rho=C^2$, for every table of amplitudes, normalised or not. The step `hc` writes the squared modulus as a number times its conjugate. Expanding the $2\times2$ determinant leaves a polynomial identity in the amplitudes and their conjugates, which `ring` settles. This is $\det(MM^\dagger)=|\det M|^2$ in components.

```lean
/-- For every two-qubit state, four times the determinant of the reduced matrix is
the square of `2 |ψ_RR ψ_LL - ψ_RL ψ_LR|`. -/
theorem four_det_reduced (ψ : TwoQubit) :
    4 * (reduced ψ).det = ((concurrence ψ ^ 2 : ℝ) : ℂ) := by
  have hc : ((concurrence ψ ^ 2 : ℝ) : ℂ) = 4 * ((ψ 0 0 * ψ 1 1 - ψ 0 1 * ψ 1 0) *
      conj (ψ 0 0 * ψ 1 1 - ψ 0 1 * ψ 1 0)) := by
    rw [Complex.mul_conj, Complex.normSq_eq_norm_sq, concurrence]
    push_cast
    ring
  rw [hc, Matrix.det_fin_two]
  simp only [reduced, Matrix.of_apply, Fin.sum_univ_two, map_sub, map_mul]
  ring
```

## The Møller density matrix and its concurrence

The diagonal form holds for all nonzero real $t$ and $u$, whatever their signs, and for every complex phase of modulus one. The relation $s+t+u=0$ is not needed either.

The derivation above normalises the amplitudes before taking the partial trace, whereas the proof takes the partial trace first and divides by the weight afterwards. The step `hw` computes the weight and `hr` the unnormalised reduced matrix, whose $LL$ entry uses $ee^*=1$ from `hee`. Then `hk` brings the weight to a common denominator, and `h1` and `h2` simplify the two normalised diagonal entries. The last lines compare the matrices entry by entry.

```lean
/-- For nonzero `t`, `u` and a relative phase `e` of modulus one, the normalized Møller state
has the one-particle density matrix `diag(u⁴, t⁴)/(t⁴ + u⁴)`. -/
theorem reduced_moller {e : ℂ} {t u : ℝ} (he : ‖e‖ = 1) (ht : t ≠ 0) (hu : u ≠ 0) :
    reduced (normalized (mollerState e t u)) =
      !![((u ^ 4 / (t ^ 4 + u ^ 4) : ℝ) : ℂ), 0;
         0, ((t ^ 4 / (t ^ 4 + u ^ 4) : ℝ) : ℂ)] := by
  have hN : t ^ 4 + u ^ 4 ≠ 0 := by positivity
  have hee : e * conj e = 1 := by
    rw [Complex.mul_conj, Complex.normSq_eq_norm_sq, he]
    norm_num
  -- the weight and the reduced matrix before normalization
  have hw : weight (mollerState e t u) = (u / t) ^ 2 + (t / u) ^ 2 := by
    simp [weight, mollerState, Fin.sum_univ_two, he, div_pow]
  have hr : reduced (mollerState e t u) =
      !![(((u / t) ^ 2 : ℝ) : ℂ), 0; 0, (((t / u) ^ 2 : ℝ) : ℂ)] := by
    ext i j
    fin_cases i <;> fin_cases j <;> simp [reduced, mollerState, Fin.sum_univ_two]
    · ring
    · linear_combination ((t : ℂ) / u) ^ 2 * hee
  -- common denominator
  have hk : (u / t) ^ 2 + (t / u) ^ 2 = (t ^ 4 + u ^ 4) / (t ^ 2 * u ^ 2) := by
    rw [div_pow, div_pow, div_add_div _ _ (pow_ne_zero 2 ht) (pow_ne_zero 2 hu)]
    ring
  have h1 : ((u / t) ^ 2 + (t / u) ^ 2)⁻¹ * (u / t) ^ 2 = u ^ 4 / (t ^ 4 + u ^ 4) := by
    rw [hk, inv_div]
    field_simp
  have h2 : ((u / t) ^ 2 + (t / u) ^ 2)⁻¹ * (t / u) ^ 2 = t ^ 4 / (t ^ 4 + u ^ 4) := by
    rw [hk, inv_div]
    field_simp
  rw [reduced_normalized, hw, hr, ← h1, ← h2]
  ext i j
  fin_cases i <;> fin_cases j <;> simp
```

The determinant of this diagonal matrix is the product of its diagonal entries. The right-hand side of the theorem is a real number regarded as complex, since the matrix has complex entries.

```lean
/-- For nonzero `t`, `u` and `|e| = 1`, four times the determinant of the one-particle density
matrix of the normalized Møller state is `(2t²u²/(t⁴ + u⁴))²`. -/
theorem four_det_moller {e : ℂ} {t u : ℝ} (he : ‖e‖ = 1) (ht : t ≠ 0) (hu : u ≠ 0) :
    4 * (reduced (normalized (mollerState e t u))).det =
      (((2 * t ^ 2 * u ^ 2 / (t ^ 4 + u ^ 4)) ^ 2 : ℝ) : ℂ) := by
  rw [reduced_moller he ht hu, Matrix.det_fin_two_of]
  push_cast
  ring
```

The concurrence follows by combining the last result with the general identity. The two give equal squares, and both $C$ and $2t^2u^2/(t^4+u^4)$ are nonnegative, so the numbers themselves agree.

```lean
/-- For nonzero `t`, `u` and `|e| = 1`, the normalized Møller state has concurrence
`2t²u²/(t⁴ + u⁴)`. -/
theorem concurrence_moller {e : ℂ} {t u : ℝ} (he : ‖e‖ = 1) (ht : t ≠ 0) (hu : u ≠ 0) :
    concurrence (normalized (mollerState e t u)) = 2 * t ^ 2 * u ^ 2 / (t ^ 4 + u ^ 4) := by
  have h := four_det_reduced (normalized (mollerState e t u))
  rw [four_det_moller he ht hu] at h
  have h' := Complex.ofReal_injective h
  -- both sides are nonnegative, so equal squares suffice
  exact ((sq_eq_sq₀ (by positivity) (by unfold concurrence; positivity)).mp h').symm
```

## Maximal entanglement and the scattering angle

In the next theorem `(1 / 2 : ℂ) • 1` is the matrix $I/2$. The signs of $t$ and $u$ now matter: for variables that are merely nonzero the equivalence fails, since $t=1$, $u=-1$ also gives $I/2$.

In the forward direction the proof reads off the $RR$ entry of the matrix equation and clears denominators. This yields $(-t)^4=(-u)^4$. Both $-t$ and $-u$ are positive, and fourth powers of nonnegative numbers determine the numbers, so $t=u$. In the reverse direction `h1` and `h2` evaluate the two diagonal entries at $t=u$.

```lean
/-- For negative `t`, `u` and `|e| = 1`, the one-particle density matrix of the normalized
Møller state is `I/2` (maximal entanglement) exactly when `t = u`. -/
theorem maximal_iff {e : ℂ} {t u : ℝ} (he : ‖e‖ = 1) (ht : t < 0) (hu : u < 0) :
    reduced (normalized (mollerState e t u)) = (1 / 2 : ℂ) • 1 ↔ t = u := by
  have ht0 := ht.ne
  have hN : t ^ 4 + u ^ 4 ≠ 0 := by positivity
  rw [reduced_moller he ht.ne hu.ne]
  constructor
  · intro h
    have h0 := congrFun (congrFun h 0) 0
    have h1 : u ^ 4 / (t ^ 4 + u ^ 4) = 1 / 2 := by
      apply Complex.ofReal_injective
      simpa using h0
    rw [div_eq_div_iff hN two_ne_zero] at h1
    -- equal fourth powers of positive numbers
    have h4 : (-t) ^ 4 = (-u) ^ 4 := by linear_combination -h1
    have h5 := (pow_left_inj₀ (by linarith) (by linarith) (by norm_num)).mp h4
    linarith
  · intro h
    have h1 : u ^ 4 / (t ^ 4 + u ^ 4) = 1 / 2 := by
      rw [div_eq_div_iff hN two_ne_zero, h]
      ring
    have h2 : t ^ 4 / (t ^ 4 + u ^ 4) = 1 / 2 := by
      rw [div_eq_div_iff hN two_ne_zero, h]
      ring
    rw [h1, h2]
    ext i j
    fin_cases i <;> fin_cases j <;> simp
```

The last theorem puts in the kinematics of massless particles in the centre-of-mass frame. The variable `c` is the cosine of the scattering angle, not the speed of light. The condition $-1<c<1$ leaves out exactly forward and exactly backward scattering, where one of the amplitudes diverges.

The proof first checks that $t$ and $u$ are negative, so that the earlier theorems apply. The concurrence formula is then a comparison of two fractions, with `hD` ensuring that the denominator $t^4+u^4$ is nonzero. For the second part, $t=u$ is turned into $sc=0$, and $s>0$ leaves $c=0$.

```lean
/-- For `s > 0`, `-1 < c < 1`, `|e| = 1`, `t = -s(1-c)/2` and `u = -s(1+c)/2`, the normalized Møller
state has concurrence `(1-c²)²/(1+6c²+c⁴)`, and its one-particle density matrix is `I/2` exactly
when `c = 0`. -/
theorem scattering_angle {e : ℂ} {s c : ℝ} (he : ‖e‖ = 1) (hs : 0 < s)
    (hc : -1 < c) (hc' : c < 1) :
    concurrence (normalized (mollerState e (-s * (1 - c) / 2) (-s * (1 + c) / 2))) =
        (1 - c ^ 2) ^ 2 / (1 + 6 * c ^ 2 + c ^ 4) ∧
      (reduced (normalized (mollerState e (-s * (1 - c) / 2) (-s * (1 + c) / 2))) =
        (1 / 2 : ℂ) • 1 ↔ c = 0) := by
  have ht : -s * (1 - c) / 2 < 0 := by
    have := mul_pos hs (sub_pos.mpr hc')
    linarith
  have hu : -s * (1 + c) / 2 < 0 := by
    have := mul_pos hs (show 0 < 1 + c by linarith)
    linarith
  constructor
  · have hD : (-s * (1 - c) / 2) ^ 4 + (-s * (1 + c) / 2) ^ 4 ≠ 0 := by
      have h : (-s * (1 - c) / 2) ^ 4 + (-s * (1 + c) / 2) ^ 4 =
          s ^ 4 * (1 + 6 * c ^ 2 + c ^ 4) / 8 := by ring
      rw [h]
      positivity
    rw [concurrence_moller he ht.ne hu.ne, div_eq_div_iff hD (by positivity)]
    ring
  · rw [maximal_iff he ht hu]
    constructor
    · intro h
      have h0 : s * c = 0 := by linear_combination h
      exact (mul_eq_zero.mp h0).resolve_left hs.ne'
    · intro h
      rw [h]
      ring

end

end MollerEntanglement
```

```lean
#print axioms MollerEntanglement.weight_normalized
#print axioms MollerEntanglement.maximal_iff
#print axioms MollerEntanglement.scattering_angle
```

```
'MollerEntanglement.weight_normalized' depends on axioms: [propext, Classical.choice, Quot.sound]
'MollerEntanglement.maximal_iff' depends on axioms: [propext, Classical.choice, Quot.sound]
'MollerEntanglement.scattering_angle' depends on axioms: [propext, Classical.choice, Quot.sound]
```

The result is an example in which the entanglement of two outgoing particles can be read from the state of one of them, under the restriction that the joint helicity state is pure. The same restriction applies when the formula serves as a reference value for a program that computes partial traces from scattering amplitudes.

## Density matrices in place of amplitudes

The joint state could also have been modelled as a $4\times4$ density matrix, with the partial trace acting on it directly. Partially polarised beams would then fit into the same framework. The reduced matrix, however, would lose its meaning as a measure of entanglement: the completely unpolarised state $I/4$ has the reduced matrix $I/2$ and contains no entanglement at all. The concurrence would need its more elaborate definition for mixed states, and the identity $4\det\rho=C^2$ would hold for pure states but not in general. With amplitudes as the starting point, purity is built into the type, and the determinant suffices.
